# The geometrical counterpoise sum of a uniform chain with exponential pair terms is extensive

For $N$ atoms on a line with spacing $d>0$, the sum of $e^{-a|x_i-x_j|}$ over all ordered pairs of distinct atoms, divided by $N$, tends to $2/(e^{ad}-1)$ as $N\to\infty$, for every decay constant $a>0$.

```lean
import Mathlib

open Filter Topology

namespace CounterpoiseChain

noncomputable section

/-- Counterpoise contribution of the ordered pair of atoms `(i, j)` at positions `i * d` and
`j * d`: exponential in their distance, and zero for an atom paired with itself. -/
def pairTerm (a d : ℝ) (i j : ℕ) : ℝ :=
  if i = j then 0 else Real.exp (-a * |(i : ℝ) * d - (j : ℝ) * d|)

/-- Geometrical counterpoise sum of a chain with atoms at sites `1, ..., N`, over all ordered
pairs of distinct atoms, with unit energy prefactor. -/
def gcpSum (a d : ℝ) (N : ℕ) : ℝ :=
  ∑ i ∈ Finset.Icc 1 N, ∑ j ∈ Finset.Icc 1 N, pairTerm a d i j

/-- The bulk value of the counterpoise correction per atom. -/
def bulkPerAtom (a d : ℝ) : ℝ := 2 / (Real.exp (a * d) - 1)

/-- The pair contribution is the same for both orders of the two atoms. -/
theorem pairTerm_comm (a d : ℝ) (i j : ℕ) : pairTerm a d i j = pairTerm a d j i := by
  unfold pairTerm
  rw [abs_sub_comm]
  simp only [eq_comm]

/-- Adding one atom at the end of a chain of `N` atoms raises the counterpoise sum by twice the
sum of the decay factors at the distances `d, 2d, ..., N d`. -/
theorem gcpSum_succ (a : ℝ) {d : ℝ} (hd : 0 ≤ d) (N : ℕ) :
    gcpSum a d (N + 1) =
      gcpSum a d N + 2 * ∑ k ∈ Finset.Icc 1 N, Real.exp (-a * ((k : ℝ) * d)) := by
  have split : ∀ f : ℕ → ℝ, ∑ k ∈ Finset.Icc 1 (N + 1), f k
      = ∑ k ∈ Finset.Icc 1 N, f k + f (N + 1) :=
    fun f => Finset.sum_Icc_succ_top (by omega) f
  have diag : pairTerm a d (N + 1) (N + 1) = 0 := by simp [pairTerm]
  -- count the old atoms by their distance from the new one
  have right : ∑ i ∈ Finset.Icc 1 N, pairTerm a d i (N + 1)
      = ∑ k ∈ Finset.Icc 1 N, Real.exp (-a * ((k : ℝ) * d)) := by
    refine Finset.sum_nbij' (fun i => N + 1 - i) (fun i => N + 1 - i) ?_ ?_ ?_ ?_ ?_
    · intro i hi
      simp only [Finset.mem_Icc] at *
      omega
    · intro i hi
      simp only [Finset.mem_Icc] at *
      omega
    · intro i hi
      simp only [Finset.mem_Icc] at *
      omega
    · intro i hi
      simp only [Finset.mem_Icc] at *
      omega
    · intro i hi
      rw [Finset.mem_Icc] at hi
      have hle : i ≤ N + 1 := by omega
      have hne : i ≠ N + 1 := by omega
      have hc : (i : ℝ) ≤ ((N + 1 : ℕ) : ℝ) := by exact_mod_cast hle
      have hnn : 0 ≤ ((N + 1 : ℕ) : ℝ) * d - (i : ℝ) * d :=
        sub_nonneg.2 (mul_le_mul_of_nonneg_right hc hd)
      unfold pairTerm
      rw [if_neg hne, abs_sub_comm, abs_of_nonneg hnn, Nat.cast_sub hle, sub_mul]
  have left : ∑ j ∈ Finset.Icc 1 N, pairTerm a d (N + 1) j
      = ∑ k ∈ Finset.Icc 1 N, Real.exp (-a * ((k : ℝ) * d)) := by
    rw [← right]
    exact Finset.sum_congr rfl (fun j _ => pairTerm_comm a d (N + 1) j)
  simp only [gcpSum, split, Finset.sum_add_distrib]
  linarith

/-- The decay factors at the distances `d, 2d, ..., N d` on one side of an atom add up to a
geometric sum. -/
theorem oneSided_sum {a d : ℝ} (ha : 0 < a) (hd : 0 < d) (N : ℕ) :
    ∑ k ∈ Finset.Icc 1 N, Real.exp (-a * ((k : ℝ) * d)) =
      (1 - Real.exp (-a * ((N : ℝ) * d))) / (Real.exp (a * d) - 1) := by
  have hE : Real.exp (a * d) - 1 ≠ 0 :=
    (sub_pos.2 (Real.one_lt_exp_iff.2 (mul_pos ha hd))).ne'
  have hE0 : Real.exp (a * d) ≠ 0 := (Real.exp_pos _).ne'
  induction N with
  | zero => simp
  | succ N ih =>
    have hx : Real.exp (-a * (((N + 1 : ℕ) : ℝ) * d))
        = Real.exp (-a * ((N : ℝ) * d)) / Real.exp (a * d) := by
      rw [← Real.exp_sub]
      congr 1
      push_cast
      ring
    rw [Finset.sum_Icc_succ_top (by omega), ih, hx]
    field_simp
    ring

/-- Exact counterpoise sum of a finite chain: a bulk term linear in the number of atoms minus a
term from the chain ends. -/
theorem gcpSum_closed {a d : ℝ} (ha : 0 < a) (hd : 0 < d) (N : ℕ) :
    gcpSum a d N = N * bulkPerAtom a d -
      2 * Real.exp (a * d) / (Real.exp (a * d) - 1) ^ 2 *
        (1 - Real.exp (-a * ((N : ℝ) * d))) := by
  have hE : Real.exp (a * d) - 1 ≠ 0 :=
    (sub_pos.2 (Real.one_lt_exp_iff.2 (mul_pos ha hd))).ne'
  have hE0 : Real.exp (a * d) ≠ 0 := (Real.exp_pos _).ne'
  induction N with
  | zero => simp [gcpSum]
  | succ N ih =>
    have hx : Real.exp (-a * (((N + 1 : ℕ) : ℝ) * d))
        = Real.exp (-a * ((N : ℝ) * d)) / Real.exp (a * d) := by
      rw [← Real.exp_sub]
      congr 1
      push_cast
      ring
    rw [gcpSum_succ a hd.le, ih, oneSided_sum ha hd, hx]
    unfold bulkPerAtom
    push_cast
    field_simp
    ring

/-- The counterpoise sum of every finite non-empty chain lies strictly below the number of atoms
times the bulk value per atom. -/
theorem gcpSum_lt_bulk {a d : ℝ} (ha : 0 < a) (hd : 0 < d) {N : ℕ} (hN : 0 < N) :
    gcpSum a d N < N * bulkPerAtom a d := by
  have hE : 0 < Real.exp (a * d) - 1 :=
    sub_pos.2 (Real.one_lt_exp_iff.2 (mul_pos ha hd))
  have hNr : (0 : ℝ) < N := by exact_mod_cast hN
  have hx : Real.exp (-a * ((N : ℝ) * d)) < 1 := by
    rw [Real.exp_lt_one_iff]
    have := mul_pos ha (mul_pos hNr hd)
    linarith
  have hpos : 0 < 2 * Real.exp (a * d) / (Real.exp (a * d) - 1) ^ 2 *
      (1 - Real.exp (-a * ((N : ℝ) * d))) :=
    mul_pos (by positivity) (sub_pos.2 hx)
  rw [gcpSum_closed ha hd]
  linarith

/-- The deficit of the counterpoise sum relative to the bulk term converges to a finite constant
as the chain grows. -/
theorem end_deficit_tendsto {a d : ℝ} (ha : 0 < a) (hd : 0 < d) :
    Tendsto (fun N : ℕ => N * bulkPerAtom a d - gcpSum a d N) atTop
      (𝓝 (2 * Real.exp (a * d) / (Real.exp (a * d) - 1) ^ 2)) := by
  have hq : Real.exp (-(a * d)) < 1 := by
    rw [Real.exp_lt_one_iff]
    linarith [mul_pos ha hd]
  -- the decay factor at distance `N d` tends to zero
  have hx : Tendsto (fun N : ℕ => Real.exp (-a * ((N : ℝ) * d))) atTop (𝓝 0) := by
    refine (tendsto_pow_atTop_nhds_zero_of_lt_one (Real.exp_pos _).le hq).congr ?_
    intro N
    rw [← Real.exp_nat_mul]
    congr 1
    ring
  have h := (hx.const_sub 1).const_mul
    (2 * Real.exp (a * d) / (Real.exp (a * d) - 1) ^ 2)
  rw [sub_zero, mul_one] at h
  refine h.congr ?_
  intro N
  rw [gcpSum_closed ha hd]
  ring

/-- Extensivity: the geometrical counterpoise sum per atom of a chain with spacing `d` and decay
constant `a` tends to `2 / (exp (a d) - 1)`. -/
theorem gcpSum_per_atom_tendsto {a d : ℝ} (ha : 0 < a) (hd : 0 < d) :
    Tendsto (fun N : ℕ => gcpSum a d N / N) atTop (𝓝 (2 / (Real.exp (a * d) - 1))) := by
  -- a bounded end deficit is negligible per atom
  have h0 := (end_deficit_tendsto ha hd).div_atTop
    (tendsto_natCast_atTop_atTop (R := ℝ))
  have h := h0.const_sub (bulkPerAtom a d)
  rw [sub_zero] at h
  change Tendsto _ _ (𝓝 (bulkPerAtom a d))
  refine h.congr' ?_
  filter_upwards [eventually_gt_atTop 0] with N hN
  have hNr : (N : ℝ) ≠ 0 := by exact_mod_cast hN.ne'
  rw [sub_div, mul_div_cancel_left₀ _ hNr]
  ring

/-- Without decay the counterpoise sum is the number of ordered pairs of distinct atoms. -/
theorem gcpSum_no_decay (d : ℝ) (N : ℕ) : gcpSum 0 d N = N * ((N : ℝ) - 1) := by
  have e : ∀ i j : ℕ, pairTerm 0 d i j = 1 - (if i = j then (1 : ℝ) else 0) := by
    intro i j
    unfold pairTerm
    split_ifs <;> simp
  have inner : ∀ i ∈ Finset.Icc 1 N,
      ∑ j ∈ Finset.Icc 1 N, pairTerm 0 d i j = (N : ℝ) - 1 := by
    intro i hi
    rw [Finset.sum_congr rfl (fun j _ => e i j), Finset.sum_sub_distrib,
      Finset.sum_ite_eq, if_pos hi]
    simp
  rw [gcpSum, Finset.sum_congr rfl inner]
  simp
  ring

/-- Without decay the counterpoise sum per atom grows beyond every bound. -/
theorem no_decay_not_extensive (d : ℝ) :
    Tendsto (fun N : ℕ => gcpSum 0 d N / N) atTop atTop := by
  have h := tendsto_atTop_add_const_right atTop (-1 : ℝ)
    (tendsto_natCast_atTop_atTop (R := ℝ))
  refine h.congr' ?_
  filter_upwards [eventually_gt_atTop 0] with N hN
  have hNr : (N : ℝ) ≠ 0 := by exact_mod_cast hN.ne'
  rw [gcpSum_no_decay, mul_div_cancel_left₀ _ hNr]
  ring

end

end CounterpoiseChain
```

```lean
#print axioms CounterpoiseChain.gcpSum_lt_bulk
#print axioms CounterpoiseChain.gcpSum_per_atom_tendsto
#print axioms CounterpoiseChain.no_decay_not_extensive
```

```
'CounterpoiseChain.gcpSum_lt_bulk' depends on axioms: [propext, Classical.choice, Quot.sound]
'CounterpoiseChain.gcpSum_per_atom_tendsto' depends on axioms: [propext, Classical.choice, Quot.sound]
'CounterpoiseChain.no_decay_not_extensive' depends on axioms: [propext, Classical.choice, Quot.sound]
```

## A pair model of basis set superposition error

In a finite atom-centred basis, an atom can lower its energy by borrowing basis functions from its neighbours. A geometrical counterpoise correction estimates this spurious stabilisation from the positions and elements of the atoms and a set of fitted parameters, as a sum of pair terms that fade with distance.

Here `pairTerm a d i j` is the contribution of the ordered pair $(i,j)$, with the atoms at $x_i=id$ and $x_j=jd$. It equals $e^{-a|x_i-x_j|}$ for $i\neq j$ and zero for $i=j$, since an atom does not borrow from itself. The constant $a$ sets how quickly the borrowing dies off with distance. Both orders of a pair count, because each atom can borrow from the other.

The double sum over sites $1,\dots,N$ is `gcpSum a d N`, written $S_N$ below. The energy prefactor is one, so a common prefactor would multiply every result. The limit per atom is `bulkPerAtom a d`, which is $2/(e^{ad}-1)$.

The gCP scheme of electronic structure programs has more in it: element-dependent prefactors, an overlap-dependent denominator and a fitted power of the distance in the exponent. The theorems concern identical atoms, a purely exponential decay and an evenly spaced chain. The pair form is postulated, not derived from a calculation in a basis.

## From one added atom to the exact finite sum

Write $E=e^{ad}$, so that $E>1$ and the decay factor at distance $kd$ is $E^{-k}$. A new atom at site $N+1$ has the old atoms at distances $d,2d,\dots,Nd$. Each of them enters in two ordered pairs, hence

$$S_{N+1}=S_N+2\sum_{k=1}^{N}E^{-k}.$$

The sum on the right is geometric:

$$\sum_{k=1}^{N}E^{-k}=\frac{E^{-1}(1-E^{-N})}{1-E^{-1}}=\frac{1-E^{-N}}{E-1}.$$

Starting from $S_0=0$ and adding the increments gives

$$S_N=\frac{2}{E-1}\sum_{m=0}^{N-1}(1-E^{-m})
=\frac{2N}{E-1}-\frac{2}{E-1}\cdot\frac{1-E^{-N}}{1-E^{-1}},$$

and therefore

$$S_N=\frac{2N}{E-1}-\frac{2E}{(E-1)^2}\,(1-E^{-N}).$$

The first term is the bulk contribution: an atom deep inside a long chain has neighbours on both sides, and each side contributes $1/(E-1)$. The second term accounts for the neighbours missing at the chain ends. For $N=1$ the two terms cancel, as they must for a single atom.

For $N\geq1$ the end term is strictly positive, so $S_N$ lies below $N$ times the bulk value. As $N$ grows, $E^{-N}\to0$ and the deficit tends to $2E/(E-1)^2$. Divided by $N$, this convergent deficit vanishes:

$$\frac{S_N}{N}=\frac{2}{E-1}-\frac{1}{N}\cdot\frac{2E}{(E-1)^2}(1-E^{-N})\longrightarrow\frac{2}{E-1}.$$

If $a=0$, every ordered pair of distinct atoms contributes one. Then $S_N=N(N-1)$, and the correction per atom is $N-1$, which grows without bound.

## What the theorems state

The main result is `gcpSum_per_atom_tendsto`. Its hypotheses `0 < a` and `0 < d` are the decay and the separation of the atoms. `Tendsto … atTop (𝓝 …)` is the ordinary limit of a sequence as $N\to\infty$; the meaningless quotient at $N=0$ does not affect it.

Three further theorems describe finite chains and their ends. `gcpSum_closed` is the exact formula for every $N$, including the empty chain. `gcpSum_lt_bulk` is the strict inequality for $N\geq1$, and `end_deficit_tendsto` gives the limit of the deficit.

The case without decay is covered by `gcpSum_no_decay` and `no_decay_not_extensive`, where the final `atTop` means divergence to $+\infty$. They hold for every real $d$, because the positions no longer matter.

For calculations on oligomers, the finite-chain formula shows that in this one-dimensional model the correction per atom approaches its bulk value only as $1/N$, whereas the increment $S_{N+1}-S_N$ approaches it exponentially.

## How the Lean proof follows the derivation

`gcpSum_succ` splits the last site off both sums. This leaves the old double sum, a row, a column and a zero diagonal term. The column is re-indexed by $i\mapsto N+1-i$ through `Finset.sum_nbij'`, which turns site labels into distances from the new atom. The absolute value is resolved using $d\geq0$. The row equals the column by `pairTerm_comm`, and this supplies the factor two.

`oneSided_sum` proves the geometric formula by induction, using $E^{-(N+1)}=E^{-N}/E$. `gcpSum_closed` is also an induction: it inserts the increment from the two previous lemmas and checks that the closed form grows by the same amount. `field_simp` and `ring` do this algebra, once $E-1\neq0$ has been obtained from $ad>0$.

`gcpSum_lt_bulk` reads the sign of the end term from the closed form. For `end_deficit_tendsto`, the factor $e^{-aNd}$ is rewritten as the power $(e^{-ad})^N$ of a number below one, which tends to zero.

In the main theorem, `div_atTop` states that a convergent sequence divided by one that tends to infinity goes to zero. Subtracting this quotient from the bulk value gives $S_N/N$ for every $N>0$, which is enough for the limit.

For $a=0$, the pair term is written as one minus the indicator of $i=j$. Each inner sum is then $N-1$, and the outer sum multiplies it by $N$. Division by $N>0$ leaves $N-1$, whose divergence is the last theorem.
